# The derivative of a real polynomial along one coordinate is its formal partial derivative

Take a polynomial `p` in `D` real variables and a point `x`, and let the `i`-th coordinate vary while the others stay fixed. The lemma says that the value of `p`, as a function of that coordinate, has at every real `t` a derivative equal to the formal partial derivative `pderiv i p`, evaluated at `x` with its `i`-th coordinate set to `t`. If the variables are read as position coordinates, this is the rate of change of a polynomial function along one axis. The proof is by induction on the polynomial, through constants, sums and multiplication by a variable `X j`, and the last case is split according to whether `j` is the coordinate that varies.

This version doesn't compile in Lean 4 with Mathlib:

```lean
import Mathlib

open MvPolynomial Topology

namespace HasDerivAtEval

noncomputable section

variable {D l : ℕ}

/-- Along a coordinate line a polynomial has its formal partial derivative as derivative. -/
lemma hasDerivAt_eval (p : MvPolynomial (Fin D) ℝ) (x : Fin D → ℝ) (i : Fin D) (t : ℝ) :
    HasDerivAt (fun s => eval (Function.update x i s) p)
      (eval (Function.update x i t) (pderiv i p)) t := by
  induction p using MvPolynomial.induction_on with
  | C a => simpa using hasDerivAt_const t a
  | add p q hp hq => simpa using hp.fun_add hq
  | mul_X p j hp =>
    by_cases h : j = i
    · subst h
      simpa [pderiv_mul] using hp.fun_mul (hasDerivAt_id' t)
    · simpa [pderiv_mul, pderiv_X_of_ne h, h] using hp.fun_mul (hasDerivAt_const t (x j))

end

end HasDerivAtEval
```

Compiling this gives:

```
Main.lean:21:6: error: Type mismatch: After simplification, term
  HasDerivAt.fun_mul hp (hasDerivAt_id' t)
 has type
  HasDerivAt (fun i => (eval (Function.update x j i)) p * i)
    ((eval (Function.update x j t)) ((pderiv j) p) * t + (eval (Function.update x j t)) p) t
but is expected to have type
  HasDerivAt (fun s => (eval (Function.update x j s)) p * s)
    ((eval (Function.update x j t)) p + t * (eval (Function.update x j t)) ((pderiv j) p)) t
Main.lean:22:6: error: Type mismatch: After simplification, term
  HasDerivAt.fun_mul hp (hasDerivAt_const t (x j))
 has type
  HasDerivAt (fun i_1 => (eval (Function.update x i i_1)) p * x j) ((eval (Function.update x i t)) ((pderiv i) p) * x j)
    t
but is expected to have type
  HasDerivAt (fun s => (eval (Function.update x i s)) p * x j) (x j * (eval (Function.update x i t)) ((pderiv i) p)) t
```

Both errors are in the multiplication step, and in both the mathematics is right but the products are in a different order. When `j = i`, the product rule `fun_mul` gives, after simplification, a derivative of the form `p' * t + p`, while the simplified goal has `p + t * p'`. When `j ≠ i`, the two forms are `p' * x j` and `x j * p'`. `simpa` simplifies both sides and then needs them to match. Here `simp` did not reorder the sums and products to make them agree, and Lean does not accept such a reordering as true by definition.

The repair first simplifies the goal alone. It then applies the product rule through `congr_deriv`, which allows the stated derivative to be replaced by an equal one, and `ring` proves the equality. `ring` also clears the factors `1` and `0` that come from differentiating `s` and the constant `x j`, since the product rule's result is no longer simplified first.

Dropping `pderiv_mul` is mere tidying, as `simp` expands the derivative of the product without it.

After these edits no error is left:

```diff
@@ -19,6 +19,8 @@
     by_cases h : j = i
     · subst h
-      simpa [pderiv_mul] using hp.fun_mul (hasDerivAt_id' t)
-    · simpa [pderiv_mul, pderiv_X_of_ne h, h] using hp.fun_mul (hasDerivAt_const t (x j))
+      simp
+      exact (hp.fun_mul (hasDerivAt_id' t)).congr_deriv (by ring)
+    · simp [pderiv_X_of_ne h, h]
+      exact (hp.fun_mul (hasDerivAt_const t (x j))).congr_deriv (by ring)
 
 end
```
